# For symmetric positive definite A and M with c₁M ≤ A ≤ c₂M and c₁ > 0, a Richardson step preconditioned by M, of size 2/(c₁+c₂), shrinks the energy norm (xᵀAx)^(1/2) of the solution error at least by the factor (c₂−c₁)/(c₂+c₁)

Take

$$A=\begin{pmatrix}1&1\\1&4\end{pmatrix},\qquad M=\begin{pmatrix}1&0\\0&4\end{pmatrix},\qquad M^{-1}A=\begin{pmatrix}1&1\\1/4&1\end{pmatrix}.$$

The vectors $(2,-1)$ and $(2,1)$ are eigenvectors of $M^{-1}A$ with eigenvalues $1/2$ and $3/2$. For the system $Ax=b$, the update $x\mapsto x+\tau M^{-1}(b-Ax)$ multiplies an error along an eigenvector with eigenvalue $\mu$ by $1-\tau\mu$. At $\tau=1$ the two factors are $1/2$ and $-1/2$: this step size damps both modes equally.

Symmetric positive definite systems of this kind arise in electronic-structure codes, for instance from suitable discretisations of the Poisson equation. The result below covers a fixed, finite, real linear system without rounding errors, not the nonlinear self-consistency loop.

## Bounds, norm and update

Vectors are functions `n → ℝ` on a finite index type, `⬝ᵥ` is the dot product and `*ᵥ` applies a matrix.

```lean
import Mathlib

open Matrix Filter Topology

namespace PreconditionedRichardson

noncomputable section

variable {n : Type*} [Fintype n] {A M : Matrix n n ℝ} {c₁ c₂ : ℝ}
```

The central hypothesis is $c_1\,x^TMx\le x^TAx\le c_2\,x^TMx$ for all $x$. Physically, $M$ reproduces the stiffness of $A$ in every direction up to a factor between $c_1$ and $c_2$. The bounds are assumed here; for a given preconditioner they have to be established separately.

```lean
/-- The quadratic form of `A` lies between `c₁` and `c₂` times that of the preconditioner `M`. -/
def SpectralBounds (A M : Matrix n n ℝ) (c₁ c₂ : ℝ) : Prop :=
  ∀ x : n → ℝ, c₁ * (x ⬝ᵥ M *ᵥ x) ≤ x ⬝ᵥ A *ᵥ x ∧ x ⬝ᵥ A *ᵥ x ≤ c₂ * (x ⬝ᵥ M *ᵥ x)
```

Errors are measured by $\|x\|_A=\sqrt{x^TAx}$. If $M$ is positive definite and $c_1>0$, the lower bound makes $A$ positive definite on nonzero vectors, so this needs no extra assumption.

```lean
/-- The energy norm `√(xᵀ A x)`, for `A` with `xᵀ A x > 0` for all `x ≠ 0`. -/
def energyNorm (A : Matrix n n ℝ) (x : n → ℝ) : ℝ := √(x ⬝ᵥ A *ᵥ x)
```

The predicted factor is $\rho=(c_2-c_1)/(c_2+c_1)$.

```lean
/-- The factor `(c₂ - c₁) / (c₂ + c₁)`, for `c₂ + c₁ ≠ 0`. -/
def contractionFactor (c₁ c₂ : ℝ) : ℝ := (c₂ - c₁) / (c₂ + c₁)
```

One step applies $M^{-1}$ to the residual $b-Ax$ and adds $\tau$ times the result.

```lean
/-- One preconditioned Richardson step for `A x = b` with step size `τ`,
for an invertible preconditioner `M`. -/
def richardsonStep [DecidableEq n] (A M : Matrix n n ℝ) (b : n → ℝ) (τ : ℝ)
    (x : n → ℝ) : n → ℝ :=
  x + τ • (M⁻¹ *ᵥ (b - A *ᵥ x))
```

## Quadratic forms

For symmetric $S$, $x^TSy=y^TSx$, and therefore

$$(x-ty)^TS(x-ty)=x^TSx-2t\,x^TSy+t^2\,y^TSy.$$

```lean
private lemma form_comm {S : Matrix n n ℝ} (hS : S.IsSymm) (x y : n → ℝ) :
    x ⬝ᵥ S *ᵥ y = y ⬝ᵥ S *ᵥ x := by
  rw [Matrix.dotProduct_mulVec, ← Matrix.mulVec_transpose, hS.eq, dotProduct_comm]

private lemma form_sub {S : Matrix n n ℝ} (hS : S.IsSymm) (x y : n → ℝ) (t : ℝ) :
    (x - t • y) ⬝ᵥ S *ᵥ (x - t • y)
      = x ⬝ᵥ S *ᵥ x - 2 * t * (x ⬝ᵥ S *ᵥ y) + t ^ 2 * (y ⬝ᵥ S *ᵥ y) := by
  have h := form_comm hS y x
  simp only [Matrix.mulVec_sub, Matrix.mulVec_smul, sub_dotProduct, dotProduct_sub,
    smul_dotProduct, dotProduct_smul, smul_eq_mul]
  linear_combination (-t) * h
```

Lean's `PosDef` includes symmetry for real matrices, and gives $x^TMx>0$ for $x\ne0$.

```lean
omit [Fintype n] in
private lemma symm_of_posDef (hM : M.PosDef) : M.IsSymm :=
  (Matrix.conjTranspose_eq_transpose_of_trivial M).symm.trans hM.isHermitian.eq

private lemma form_pos (hM : M.PosDef) {x : n → ℝ} (hx : x ≠ 0) : 0 < x ⬝ᵥ M *ᵥ x := by
  simpa only [star_trivial] using hM.dotProduct_mulVec_pos hx
```

Testing the bounds on the all-ones vector and dividing by its positive $M$-form gives $c_1\le c_2$. This needs at least one index, hence `Nonempty n`.

```lean
private lemma bounds_ordered [Nonempty n] (hM : M.PosDef) (hb : SpectralBounds A M c₁ c₂) :
    c₁ ≤ c₂ := by
  have h1 : (fun _ : n => (1 : ℝ)) ≠ 0 := fun h =>
    one_ne_zero (congrFun h (Classical.arbitrary n))
  exact le_of_mul_le_mul_right ((hb _).1.trans (hb _).2) (form_pos hM h1)
```

## The inequality for the preconditioned residual

Let $e=x-x_*$ be the error, where $Ax_*=b$, and define $z$ by $Mz=Ae$, so that $-z$ is the preconditioned residual $M^{-1}(b-Ax)$. Write

$$a=e^TAe=z^TMe,\quad p=z^TMz=z^TAe,\quad d=z^TAz,\quad m=e^TMe.$$

The lower bound on $z-c_2e$ and the upper bound on $z-c_1e$ read

$$c_1(p-2c_2a+c_2^2m)\le d-2c_2p+c_2^2a,$$
$$d-2c_1p+c_1^2a\le c_2(p-2c_1a+c_1^2m).$$

Multiply the first by $c_1$ and the second by $c_2$, then add. The terms in $m$ cancel, leaving

$$(c_2-c_1)(c_1c_2a+d)\le(c_2-c_1)(c_1+c_2)p.$$

If $c_1<c_2$, divide by $c_2-c_1$. If $c_1=c_2=c$, then $a=cm$ and $d\le cp$, while $0\le(z-ce)^TM(z-ce)=p-ca$. Multiplying the last relation by $c$ and adding $d\le cp$ gives $c^2a+d\le2cp$, the same inequality.

```lean
/-- For symmetric `A`, positive definite `M` and spectral bounds `0 < c₁ ≤ c₂`, the vector `z`
defined by `M z = A e` obeys `c₁ c₂ eᵀAe + zᵀAz ≤ (c₁ + c₂) zᵀMz`. -/
theorem residual_inequality (hA : A.IsSymm) (hM : M.PosDef) (hb : SpectralBounds A M c₁ c₂)
    (hc : 0 < c₁) (hcc : c₁ ≤ c₂) {e z : n → ℝ} (hz : M *ᵥ z = A *ᵥ e) :
    c₁ * c₂ * (e ⬝ᵥ A *ᵥ e) + z ⬝ᵥ A *ᵥ z ≤ (c₁ + c₂) * (z ⬝ᵥ M *ᵥ z) := by
  have hS := symm_of_posDef hM
  have hze : z ⬝ᵥ M *ᵥ e = e ⬝ᵥ A *ᵥ e := by rw [form_comm hS z e, hz]
  rcases hcc.lt_or_eq with hlt | heq
  · -- test the two bounds on `z - c₂ e` and `z - c₁ e`
    have h1 := (hb (z - c₂ • e)).1
    have h2 := (hb (z - c₁ • e)).2
    rw [form_sub hA, form_sub hS, hze, hz] at h1 h2
    rw [hz]
    have h3 := mul_le_mul_of_nonneg_left h1 hc.le
    have h4 := mul_le_mul_of_nonneg_left h2 (hc.le.trans hcc)
    refine le_of_mul_le_mul_left ?_ (sub_pos.mpr hlt)
    linarith
  · -- equal bounds: the two quadratic forms are proportional
    subst heq
    have ha := le_antisymm (hb e).1 (hb e).2
    have hd := (hb z).2
    have hp : 0 ≤ (z - c₁ • e) ⬝ᵥ M *ᵥ (z - c₁ • e) := by
      by_cases h : z - c₁ • e = 0
      · simp [h]
      · exact (form_pos hM h).le
    rw [form_sub hS, hze] at hp
    have h5 := mul_nonneg hc.le hp
    have h6 : c₁ * (z ⬝ᵥ M *ᵥ z - 2 * c₁ * (e ⬝ᵥ A *ᵥ e) + c₁ ^ 2 * (e ⬝ᵥ M *ᵥ e))
        = c₁ * (z ⬝ᵥ M *ᵥ z) - c₁ ^ 2 * (e ⬝ᵥ A *ᵥ e) := by
      linear_combination c₁ ^ 2 * ha
    rw [h6] at h5
    linarith
```

From $0<c_1\le c_2$ it also follows that $0\le\rho<1$.

```lean
/-- For positive definite `M` and spectral bounds with `0 < c₁`, in nonzero dimension,
the contraction factor lies in `[0, 1)`. -/
theorem contractionFactor_mem [Nonempty n] (hM : M.PosDef) (hb : SpectralBounds A M c₁ c₂)
    (hc : 0 < c₁) : contractionFactor c₁ c₂ ∈ Set.Ico (0 : ℝ) 1 := by
  have hcc := bounds_ordered hM hb
  refine ⟨div_nonneg (by linarith) (by linarith), ?_⟩
  rw [contractionFactor, div_lt_one (by linarith)]
  linarith
```

## Eigenvalues and error propagation

The vector $z=M^{-1}Ae$ does satisfy $Mz=Ae$, because $M$ is invertible.

```lean
variable [DecidableEq n]

private lemma precond_mul (hM : M.PosDef) (e : n → ℝ) :
    M *ᵥ ((M⁻¹ * A) *ᵥ e) = A *ᵥ e := by
  rw [Matrix.mulVec_mulVec, ← Matrix.mul_assoc,
    Matrix.mul_nonsing_inv _ (isUnit_iff_ne_zero.mpr hM.det_pos.ne'), Matrix.one_mul]
```

If $M^{-1}Av=\mu v$ with $v\ne0$ and $\mu$ real, then $v^TAv=\mu\,v^TMv$. Dividing the bounds by $v^TMv>0$ gives $c_1\le\mu\le c_2$. Neither symmetry of $A$ nor the sign of $c_1$ enters.

```lean
/-- If `M` is positive definite and the spectral bounds hold, every real eigenvalue of `M⁻¹ A`
lies in `[c₁, c₂]`. -/
theorem eigenvalue_mem (hM : M.PosDef) (hb : SpectralBounds A M c₁ c₂) {v : n → ℝ} {μ : ℝ}
    (hv : v ≠ 0) (h : (M⁻¹ * A) *ᵥ v = μ • v) : μ ∈ Set.Icc c₁ c₂ := by
  have hp := form_pos hM hv
  -- the eigenvalue is the Rayleigh quotient of the two forms
  have hr : v ⬝ᵥ A *ᵥ v = μ * (v ⬝ᵥ M *ᵥ v) := by
    rw [← precond_mul (A := A) hM v, h, Matrix.mulVec_smul, dotProduct_smul, smul_eq_mul]
  have hv' := hb v
  rw [hr] at hv'
  exact ⟨le_of_mul_le_mul_right hv'.1 hp, le_of_mul_le_mul_right hv'.2 hp⟩
```

Let $Ax_*=b$; Lean calls this solution `xs`. Since $b-Ax=-A(x-x_*)$, the error $e=x-x_*$ becomes $e-\tau M^{-1}Ae=e-\tau z$.

```lean
/-- If `xs` solves `A xs = b`, a Richardson step multiplies the error by `1 - τ M⁻¹ A`. -/
theorem error_step {b xs : n → ℝ} (hx : A *ᵥ xs = b) (τ : ℝ) (x : n → ℝ) :
    richardsonStep A M b τ x - xs = (x - xs) - τ • ((M⁻¹ * A) *ᵥ (x - xs)) := by
  subst hx
  simp only [richardsonStep, ← Matrix.mulVec_mulVec, Matrix.mulVec_sub]
  module
```

## Contraction in one step

With $\tau=2/(c_1+c_2)$, the new squared energy norm is $a-2\tau p+\tau^2d$, and

$$\rho^2a-(a-2\tau p+\tau^2d)=\frac{4}{(c_1+c_2)^2}\bigl[(c_1+c_2)p-c_1c_2a-d\bigr]\ge0.$$

Taking square roots gives the factor $\rho$. In the proof, `hid` is this identity and `key` supplies the sign.

```lean
/-- For symmetric `A`, positive definite `M` and spectral bounds with `0 < c₁`, in nonzero
dimension, a Richardson step of size `2 / (c₁ + c₂)` shrinks the energy norm of the error
at least by the factor `(c₂ - c₁) / (c₂ + c₁)`. -/
theorem richardson_contracts [Nonempty n] (hA : A.IsSymm) (hM : M.PosDef)
    (hb : SpectralBounds A M c₁ c₂) (hc : 0 < c₁) {b xs : n → ℝ} (hx : A *ᵥ xs = b)
    (x : n → ℝ) :
    energyNorm A (richardsonStep A M b (2 / (c₁ + c₂)) x - xs)
      ≤ contractionFactor c₁ c₂ * energyNorm A (x - xs) := by
  have hcc := bounds_ordered hM hb
  have hs : 0 < c₁ + c₂ := by linarith
  rw [error_step hx]
  generalize x - xs = e
  have hz := precond_mul (A := A) hM e
  generalize (M⁻¹ * A) *ᵥ e = z at hz ⊢
  have key := residual_inequality hA hM hb hc hcc hz
  rw [hz] at key
  -- compare the squared energy norms
  have hsq : (e - (2 / (c₁ + c₂)) • z) ⬝ᵥ A *ᵥ (e - (2 / (c₁ + c₂)) • z)
      ≤ contractionFactor c₁ c₂ ^ 2 * (e ⬝ᵥ A *ᵥ e) := by
    rw [form_sub hA, form_comm hA e z, contractionFactor, add_comm c₂ c₁, ← sub_nonneg]
    have hid : ∀ a p d : ℝ, ((c₂ - c₁) / (c₁ + c₂)) ^ 2 * a
        - (a - 2 * (2 / (c₁ + c₂)) * p + (2 / (c₁ + c₂)) ^ 2 * d)
        = 4 / (c₁ + c₂) ^ 2 * ((c₁ + c₂) * p - (c₁ * c₂ * a + d)) := by
      intro a p d
      have hne := hs.ne'
      field_simp
      ring
    rw [hid]
    exact mul_nonneg (by positivity) (sub_nonneg.mpr key)
  calc energyNorm A (e - (2 / (c₁ + c₂)) • z)
      ≤ √(contractionFactor c₁ c₂ ^ 2 * (e ⬝ᵥ A *ᵥ e)) := Real.sqrt_le_sqrt hsq
    _ = contractionFactor c₁ c₂ * energyNorm A e := by
      rw [Real.sqrt_mul (sq_nonneg _), Real.sqrt_sq (contractionFactor_mem hM hb hc).1,
        energyNorm]
```

The norm matters: reading the bound as a Euclidean one is wrong. In the opening example the error $(0,1)$ becomes $(-1,0)$, with unchanged Euclidean length, although its energy norm falls from $2$ to $1$.

## Repeated steps

By induction the energy norm of the error after $k$ steps is at most $\rho^k\|x-x_*\|_A$, which tends to zero because $0\le\rho<1$.

```lean
/-- For symmetric `A`, positive definite `M` and spectral bounds with `0 < c₁`, in nonzero
dimension, the energy norm of the error after `k` Richardson steps of size `2 / (c₁ + c₂)` is at
most the `k`-th power of the contraction factor times its initial value, and it tends to zero. -/
theorem richardson_converges [Nonempty n] (hA : A.IsSymm) (hM : M.PosDef)
    (hb : SpectralBounds A M c₁ c₂) (hc : 0 < c₁) {b xs : n → ℝ} (hx : A *ᵥ xs = b)
    (x : n → ℝ) :
    (∀ k : ℕ, energyNorm A ((richardsonStep A M b (2 / (c₁ + c₂)))^[k] x - xs)
      ≤ contractionFactor c₁ c₂ ^ k * energyNorm A (x - xs)) ∧
    Tendsto (fun k : ℕ => energyNorm A ((richardsonStep A M b (2 / (c₁ + c₂)))^[k] x - xs))
      atTop (𝓝 0) := by
  obtain ⟨h0, h1⟩ := contractionFactor_mem hM hb hc
  have hk : ∀ k : ℕ, energyNorm A ((richardsonStep A M b (2 / (c₁ + c₂)))^[k] x - xs)
      ≤ contractionFactor c₁ c₂ ^ k * energyNorm A (x - xs) := by
    intro k
    induction k with
    | zero => simp
    | succ k ih =>
      rw [Function.iterate_succ_apply', pow_succ', mul_assoc]
      exact (richardson_contracts hA hM hb hc hx _).trans (mul_le_mul_of_nonneg_left ih h0)
  refine ⟨hk, squeeze_zero (fun k => Real.sqrt_nonneg _) hk ?_⟩
  simpa using (tendsto_pow_atTop_nhds_zero_of_lt_one h0 h1).mul_const (energyNorm A (x - xs))
```

## No step size does better when both bounds are attained

Suppose $c_1$ and $c_2$ are eigenvalues of $M^{-1}A$, and a step of size $\tau$ contracts every error by a factor $q$. Errors along the two eigenvectors give $1-\tau c_1\le q$ and $\tau c_2-1\le q$. Weighting these by $c_2$ and $c_1$ and adding eliminates $\tau$:

$$c_2-c_1\le(c_1+c_2)q,\qquad\text{so}\qquad\rho\le q.$$

```lean
/-- Let `M` be positive definite, with spectral bounds `0 < c₁` and `c₂` that are both eigenvalues
of `M⁻¹ A`. Then for no step size `τ` does the energy norm of the error contract uniformly by a
factor `q` smaller than `(c₂ - c₁) / (c₂ + c₁)`. -/
theorem step_optimal (hM : M.PosDef) (hb : SpectralBounds A M c₁ c₂) (hc : 0 < c₁)
    {v₁ v₂ : n → ℝ} (hv₁ : v₁ ≠ 0) (hv₂ : v₂ ≠ 0) (h₁ : (M⁻¹ * A) *ᵥ v₁ = c₁ • v₁)
    (h₂ : (M⁻¹ * A) *ᵥ v₂ = c₂ • v₂) {b xs : n → ℝ} (hx : A *ᵥ xs = b) {τ q : ℝ}
    (hq : ∀ x, energyNorm A (richardsonStep A M b τ x - xs) ≤ q * energyNorm A (x - xs)) :
    contractionFactor c₁ c₂ ≤ q := by
  -- an error along an eigenvector is multiplied by `1 - τ μ`
  have aux : ∀ (v : n → ℝ) (μ : ℝ), v ≠ 0 → (M⁻¹ * A) *ᵥ v = μ • v → |1 - τ * μ| ≤ q := by
    intro v μ hv hμ
    have hpos : 0 < energyNorm A v :=
      Real.sqrt_pos.mpr ((mul_pos hc (form_pos hM hv)).trans_le (hb v).1)
    have hscale : energyNorm A ((1 - τ * μ) • v) = |1 - τ * μ| * energyNorm A v := by
      simp only [energyNorm, Matrix.mulVec_smul, smul_dotProduct, dotProduct_smul, smul_eq_mul]
      rw [← mul_assoc, ← pow_two, Real.sqrt_mul (sq_nonneg _), Real.sqrt_sq_eq_abs]
    have h := hq (xs + v)
    rw [error_step hx, add_sub_cancel_left, hμ,
      show v - τ • μ • v = (1 - τ * μ) • v by module, hscale] at h
    exact le_of_mul_le_mul_right h hpos
  have hcc : c₁ ≤ c₂ := (eigenvalue_mem hM hb hv₁ h₁).2
  have e1 := (le_abs_self _).trans (aux v₁ c₁ hv₁ h₁)
  have e2 := (neg_le_abs _).trans (aux v₂ c₂ hv₂ h₂)
  have e3 := mul_le_mul_of_nonneg_left e1 (hc.le.trans hcc)
  have e4 := mul_le_mul_of_nonneg_left e2 hc.le
  rw [contractionFactor, div_le_iff₀ (by linarith)]
  linarith
```

## The bounds for the two-by-two matrix

For the opening example,

$$x^TAx-\tfrac12x^TMx=\tfrac12(x_0+2x_1)^2,\qquad \tfrac32x^TMx-x^TAx=\tfrac12(x_0-2x_1)^2.$$

Both are nonnegative, so the diagonal (Jacobi) preconditioner satisfies the hypotheses with $c_1=1/2$ and $c_2=3/2$, giving $\tau=1$ and $\rho=1/2$.

```lean
/-- The symmetric matrix with rows `(1, 1)` and `(1, 4)` and its positive definite diagonal part
as preconditioner satisfy the spectral bounds `1/2` and `3/2`. -/
theorem jacobi_witness :
    (!![1, 1; 1, 4] : Matrix (Fin 2) (Fin 2) ℝ).IsSymm ∧
    (Matrix.diagonal ![1, 4] : Matrix (Fin 2) (Fin 2) ℝ).PosDef ∧
    SpectralBounds !![1, 1; 1, 4] (Matrix.diagonal ![1, 4]) (1 / 2) (3 / 2) := by
  refine ⟨?_, ?_, ?_⟩
  · apply Matrix.IsSymm.ext
    intro i j
    fin_cases i <;> fin_cases j <;> rfl
  · rw [Matrix.posDef_diagonal_iff]
    intro i
    fin_cases i <;> norm_num
  · intro x
    have hMx : x ⬝ᵥ (Matrix.diagonal ![1, 4] : Matrix (Fin 2) (Fin 2) ℝ) *ᵥ x
        = x 0 ^ 2 + 4 * x 1 ^ 2 := by
      simp only [dotProduct, Matrix.mulVec_diagonal, Fin.sum_univ_two, Matrix.cons_val_zero,
        Matrix.cons_val_one]
      ring
    have hAx : x ⬝ᵥ (!![1, 1; 1, 4] : Matrix (Fin 2) (Fin 2) ℝ) *ᵥ x
        = x 0 ^ 2 + 2 * x 0 * x 1 + 4 * x 1 ^ 2 := by
      simp [dotProduct, Matrix.mulVec, Fin.sum_univ_two]
      ring
    rw [hMx, hAx]
    constructor <;> nlinarith [sq_nonneg (x 0 + 2 * x 1), sq_nonneg (x 0 - 2 * x 1)]

end

end PreconditionedRichardson
```

```lean
#print axioms PreconditionedRichardson.richardson_contracts
-- 'PreconditionedRichardson.richardson_contracts' depends on axioms: [propext, Classical.choice, Quot.sound]
#print axioms PreconditionedRichardson.richardson_converges
-- 'PreconditionedRichardson.richardson_converges' depends on axioms: [propext, Classical.choice, Quot.sound]
#print axioms PreconditionedRichardson.step_optimal
-- 'PreconditionedRichardson.step_optimal' depends on axioms: [propext, Classical.choice, Quot.sound]
```
